# Uniqueness of Padé continuation from 2n points, for numerator degree below n and denominator degree at most n

A finite-temperature calculation often gives a Green's function at Matsubara points on the imaginary axis, while the spectrum is read off just above the real axis. One way across is to fit a ratio of two polynomials, a Padé approximant, to the computed values and to evaluate it near the real axis. Could a second ratio of the same size fit the same values and give a different spectrum?

Let $P_1,P_2$ have degree below $n$ and $Q_1,Q_2$ degree at most $n$. If $P_1/Q_1$ and $P_2/Q_2$ agree at $2n$ distinct points where neither denominator vanishes, then $P_1Q_2=P_2Q_1$, and the two ratios are equal wherever both denominators are nonzero.

## Fractions, poles and Matsubara points

```lean
import Mathlib

open Polynomial

namespace PadeContinuation

noncomputable section
```

From here on, `ℂ[X]` denotes the polynomials in one variable `X` with complex coefficients.

```lean
/-- The value `P(z)/Q(z)` of a Padé approximant, for `z` with `Q(z) ≠ 0`. -/
def padeValue (P Q : ℂ[X]) (z : ℂ) : ℂ := P.eval z / Q.eval z
```

An approximant is a pair $P,Q$, and `P.eval z` is the number $P(z)$. Lean assigns the value 0 to a division by zero, so the theorems ask for $Q(z)\neq0$ wherever a quotient matters.

```lean
/-- The product of the linear factors `X - x k` over `k` in `s`. -/
def nodePoly {ι : Type*} (s : Finset ι) (x : ι → ℂ) : ℂ[X] := ∏ k ∈ s, (X - C (x k))
```

For a finite set $s$ of labels this is $\prod_{k\in s}(X-x_k)$. The symbol `C` turns a number into a constant polynomial.

```lean
/-- The Green's function in Lehmann form, with weights `w k` and real energies `ε k`,
for `z` different from all the energies. -/
def lehmann {n : ℕ} (w : Fin n → ℂ) (ε : Fin n → ℝ) (z : ℂ) : ℂ :=
  ∑ k, w k / (z - (ε k : ℂ))
```

This is the Green's function in Lehmann form,
$$G(z)=\sum_k\frac{w_k}{z-\varepsilon_k}.$$
The type `Fin n` holds the labels $0,\dots,n-1$. The "energies" $\varepsilon_k$ are the pole positions, that is, excitation energies measured from the chemical potential, and not many-body eigenvalues. The weights may be complex, which admits off-diagonal elements.

```lean
/-- The common denominator of the Lehmann sum. -/
def lehmannDen {n : ℕ} (ε : Fin n → ℝ) : ℂ[X] :=
  nodePoly Finset.univ (fun k => (ε k : ℂ))
```

The common denominator is $D(z)=\prod_j(z-\varepsilon_j)$.

```lean
/-- The numerator of the Lehmann sum over its common denominator. -/
def lehmannNum {n : ℕ} (w : Fin n → ℂ) (ε : Fin n → ℝ) : ℂ[X] :=
  ∑ k, C (w k) * nodePoly (Finset.univ.erase k) (fun j => (ε j : ℂ))
```

The numerator is $N(z)=\sum_k w_k\prod_{j\neq k}(z-\varepsilon_j)$, where `erase k` removes the label $k$ from the product.

```lean
/-- The fermionic Matsubara point `i (2m+1) π / β`, for inverse temperature `β ≠ 0`. -/
def matsubara (β : ℝ) (m : ℕ) : ℂ := ⟨0, (2 * (m : ℝ) + 1) * Real.pi / β⟩
```

The pair in angle brackets lists real and imaginary part, so the point is $i(2m+1)\pi/\beta$, with $\beta$ the inverse temperature and $\hbar=k_B=1$.

## Counting degrees

```lean
/-- A product of linear factors has as its degree the number of factors. -/
theorem degree_nodePoly {ι : Type*} (s : Finset ι) (x : ι → ℂ) :
    (nodePoly s x).degree = (s.card : WithBot ℕ) := by
  classical
  unfold nodePoly
  induction s using Finset.induction_on with
  | empty => simp
  | insert a s ha ih =>
    rw [Finset.prod_insert ha, degree_mul, degree_X_sub_C, ih, Finset.card_insert_of_notMem ha,
      Nat.cast_add, Nat.cast_one, add_comm]
```

A product of linear factors has as many degrees as factors. The proof is an induction: each new factor $X-x_a$ raises the degree by one. The type `WithBot ℕ` adds a value $-\infty$ to the natural numbers, which serves as the degree of the zero polynomial.

```lean
/-- The value of a product of linear factors is the product of the differences `z - x k`. -/
theorem eval_nodePoly {ι : Type*} (s : Finset ι) (x : ι → ℂ) (z : ℂ) :
    (nodePoly s x).eval z = ∏ k ∈ s, (z - x k) := by
  simp [nodePoly, eval_prod]
```

Evaluating the product at $z$ gives $\prod_{k\in s}(z-x_k)$.

```lean
/-- A numerator of degree below `n` times a denominator of degree at most `n` has degree
below `2n`. -/
theorem degree_cross_lt {n : ℕ} {P Q : ℂ[X]} (hP : P.degree < n) (hQ : Q.degree ≤ n) :
    (P * Q).degree < ((2 * n : ℕ) : WithBot ℕ) := by
  by_cases hP0 : P = 0
  · rw [hP0, zero_mul, degree_zero]
    exact WithBot.bot_lt_coe _
  by_cases hQ0 : Q = 0
  · rw [hQ0, mul_zero, degree_zero]
    exact WithBot.bot_lt_coe _
  have h1 := (natDegree_lt_iff_degree_lt hP0).2 hP
  have h2 := natDegree_le_iff_degree_le.2 hQ
  rw [← natDegree_lt_iff_degree_lt (mul_ne_zero hP0 hQ0), natDegree_mul hP0 hQ0]
  omega
```

If neither polynomial is zero, then $\deg P\le n-1$ and $\deg Q\le n$, hence $\deg(PQ)\le 2n-1<2n$. If one of them is zero, the product has degree $-\infty$. The proof treats these cases in turn, and `omega` does the integer arithmetic.

## Agreement at 2n points

```lean
/-- Uniqueness of Padé continuation: two fractions with numerators of degree below `n` and
denominators of degree at most `n`, which agree at `2n` distinct points where neither
denominator vanishes, satisfy `P₁ Q₂ = P₂ Q₁`. -/
theorem pade_unique {n : ℕ} {P₁ P₂ Q₁ Q₂ : ℂ[X]}
    (hP₁ : P₁.degree < n) (hP₂ : P₂.degree < n) (hQ₁ : Q₁.degree ≤ n) (hQ₂ : Q₂.degree ≤ n)
    (s : Finset ℂ) (hs : s.card = 2 * n)
    (h₁ : ∀ z ∈ s, Q₁.eval z ≠ 0) (h₂ : ∀ z ∈ s, Q₂.eval z ≠ 0)
    (h : ∀ z ∈ s, padeValue P₁ Q₁ z = padeValue P₂ Q₂ z) :
    P₁ * Q₂ = P₂ * Q₁ := by
  -- two polynomials of degree below 2n that agree at 2n points are equal
  refine eq_of_degrees_lt_of_eval_finset_eq s ?_ ?_ ?_
  · rw [hs]
    exact degree_cross_lt hP₁ hQ₂
  · rw [hs]
    exact degree_cross_lt hP₂ hQ₁
  · intro z hz
    rw [eval_mul, eval_mul]
    exact (div_eq_div_iff (h₁ z hz) (h₂ z hz)).1 (h z hz)
```

The named items before the last colon are hypotheses, and the equation after it is the conclusion. The set `s` contains $2n$ complex numbers, distinct because a finite set has no repetitions.

At each $z$ in $s$ we have
$$\frac{P_1(z)}{Q_1(z)}=\frac{P_2(z)}{Q_2(z)}.$$
Multiplying by $Q_1(z)Q_2(z)\neq0$ gives $P_1(z)Q_2(z)=P_2(z)Q_1(z)$. The difference $P_1Q_2-P_2Q_1$ therefore has $2n$ zeros, but its degree is below $2n$, so it is the zero polynomial.

The library lemma after `refine` contains this last fact and leaves three goals: the two degree bounds, and equality of the values on `s`. The third is the cross-multiplication, done by `div_eq_div_iff`.

The bound on the numerators matters. For $n=1$, the fractions $z/1$ and $1/z$ agree at $z=1$ and $z=-1$, yet $z\cdot z\neq1\cdot1$. So the statement fails if even one numerator is allowed degree $n$.

The same count gives a neighbouring result: with numerators of degree at most $p$ and denominators of degree at most $q$, agreement at $p+q+1$ such points is enough.

```lean
/-- Fractions with `P₁ Q₂ = P₂ Q₁` take the same value wherever neither denominator
vanishes. -/
theorem padeValue_eq_of_cross {P₁ P₂ Q₁ Q₂ : ℂ[X]} (h : P₁ * Q₂ = P₂ * Q₁) {z : ℂ}
    (h₁ : Q₁.eval z ≠ 0) (h₂ : Q₂.eval z ≠ 0) :
    padeValue P₁ Q₁ z = padeValue P₂ Q₂ z := by
  have h' := congrArg (eval z) h
  rw [eval_mul, eval_mul] at h'
  exact (div_eq_div_iff h₁ h₂).2 h'
```

This turns the polynomial identity back into equality of values. Evaluate $P_1Q_2=P_2Q_1$ at $z$ and divide by $Q_1(z)Q_2(z)$.

## One point fewer

```lean
/-- One point fewer is not enough: for any `2n - 1` distinct points there are two different
fractions, with numerators of degree below `n` and denominators of degree at most `n`, that agree at
all of them, with nonzero denominators there. -/
theorem pade_not_unique {n : ℕ} (s : Finset ℂ) (hs : s.card + 1 = 2 * n) :
    ∃ P₁ P₂ Q₁ Q₂ : ℂ[X], P₁.degree < n ∧ P₂.degree < n ∧ Q₁.degree ≤ n ∧ Q₂.degree ≤ n ∧
      (∀ z ∈ s, Q₁.eval z ≠ 0 ∧ Q₂.eval z ≠ 0 ∧ padeValue P₁ Q₁ z = padeValue P₂ Q₂ z) ∧
      P₁ * Q₂ ≠ P₂ * Q₁ := by
  -- split the points into n - 1 zeros of A and n zeros of B
  obtain ⟨t, hts, ht⟩ := Finset.exists_subset_card_eq (show n - 1 ≤ s.card by omega)
  have hc := Finset.card_sdiff_add_card_eq_card hts
  have hroot : ∀ (u : Finset ℂ) (z : ℂ), (nodePoly u id).eval z = 0 ↔ z ∈ u := by
    intro u z
    rw [eval_nodePoly, Finset.prod_eq_zero_iff]
    constructor
    · rintro ⟨a, ha, h⟩
      have hza : z = a := sub_eq_zero.1 h
      rwa [hza]
    · intro hz
      exact ⟨z, hz, sub_self z⟩
  have hne : ∀ u : Finset ℂ, nodePoly u id ≠ 0 := by
    intro u
    unfold nodePoly
    exact Finset.prod_ne_zero_iff.2 fun a _ => X_sub_C_ne_zero _
  have hA : (nodePoly t id).degree < n := by
    rw [degree_nodePoly]
    exact_mod_cast (by omega : t.card < n)
  have hB : (nodePoly (s \ t) id).degree ≤ n := by
    rw [degree_nodePoly]
    exact_mod_cast (by omega : (s \ t).card ≤ n)
  -- the fractions A/(A+B) and A/(A+2B) are 0 at the zeros of A and 1 at those of B
  refine ⟨nodePoly t id, nodePoly t id, nodePoly t id + nodePoly (s \ t) id,
    nodePoly t id + (nodePoly (s \ t) id + nodePoly (s \ t) id), hA, hA,
    (degree_add_le _ _).trans (max_le hA.le hB),
    (degree_add_le _ _).trans (max_le hA.le ((degree_add_le _ _).trans (max_le hB hB))), ?_, ?_⟩
  · intro z hz
    by_cases hzt : z ∈ t
    · have a0 := (hroot t z).2 hzt
      have b0 : (nodePoly (s \ t) id).eval z ≠ 0 := fun h =>
        (Finset.mem_sdiff.1 ((hroot _ z).1 h)).2 hzt
      simp [padeValue, a0, b0]
    · have a0 : (nodePoly t id).eval z ≠ 0 := fun h => hzt ((hroot t z).1 h)
      have b0 := (hroot (s \ t) z).2 (Finset.mem_sdiff.2 ⟨hz, hzt⟩)
      simp [padeValue, a0, b0]
  · intro h
    have hAB : nodePoly t id * nodePoly (s \ t) id = 0 := by linear_combination h
    exact mul_ne_zero (hne t) (hne (s \ t)) hAB
```

The hypothesis says that $s$ has $2n-1$ points, which forces $n\ge1$. The symbol `∃` announces four polynomials with the listed properties.

Split the points into a set $t$ of $n-1$ and the remaining $n$. Let $A$ be the product of linear factors that vanishes on $t$, and $B$ the one that vanishes on the rest. Take
$$\frac{A}{A+B}\qquad\text{and}\qquad\frac{A}{A+2B}.$$
Where $A=0$, $B$ is nonzero, so the denominators $B$ and $2B$ are nonzero and both fractions are 0. Where $B=0$, $A$ is nonzero and both fractions are 1. The cross products differ by
$$A(A+2B)-A(A+B)=AB\neq0.$$

In the proof, `hroot` says that such a product vanishes exactly at its own points, `hne` that it is not the zero polynomial, and `hA` and `hB` bound the degrees. At the end, `linear_combination h` derives $AB=0$ from the supposed equality, a contradiction. The two fractions need not have real poles, so they need not be Green's functions of the Lehmann form above.

## The Lehmann sum as a fraction

```lean
/-- Away from its energies the Lehmann sum is the quotient of its numerator and its common
denominator. -/
theorem lehmann_eq_padeValue {n : ℕ} (w : Fin n → ℂ) (ε : Fin n → ℝ) {z : ℂ}
    (hz : ∀ k, z ≠ (ε k : ℂ)) :
    lehmann w ε z = padeValue (lehmannNum w ε) (lehmannDen ε) z := by
  unfold lehmann padeValue lehmannNum lehmannDen
  rw [Polynomial.eval_finsetSum, Finset.sum_div]
  refine Finset.sum_congr rfl fun k _ => ?_
  have h := Finset.mul_prod_erase Finset.univ (fun j => z - (ε j : ℂ)) (Finset.mem_univ k)
  have hE : ∏ j ∈ Finset.univ.erase k, (z - (ε j : ℂ)) ≠ 0 :=
    Finset.prod_ne_zero_iff.2 fun j _ => sub_ne_zero.2 (hz j)
  rw [eval_mul, eval_C, eval_nodePoly, eval_nodePoly, ← h]
  exact (mul_div_mul_right _ _ hE).symm
```

For $z$ different from every energy, extend each term by the missing factors:
$$\frac{w_k}{z-\varepsilon_k}=\frac{w_k\prod_{j\neq k}(z-\varepsilon_j)}{\prod_j(z-\varepsilon_j)}.$$
Summing over $k$ gives $G(z)=N(z)/D(z)$. Lean compares the sums term by term; `hE` states that the extending factor is nonzero.

```lean
/-- A Padé approximant with `deg P < n` and `deg Q ≤ n` that matches an `n`-term Lehmann sum at `2n`
distinct points, none of them an energy or a zero of `Q`, satisfies `P D = N Q`, where `N` and `D`
are the numerator and the common denominator of that sum. -/
theorem pade_cross_lehmann {n : ℕ} (w : Fin n → ℂ) (ε : Fin n → ℝ) {P Q : ℂ[X]}
    (hP : P.degree < n) (hQ : Q.degree ≤ n) (s : Finset ℂ) (hs : s.card = 2 * n)
    (hε : ∀ z ∈ s, ∀ k, z ≠ (ε k : ℂ)) (hQs : ∀ z ∈ s, Q.eval z ≠ 0)
    (h : ∀ z ∈ s, padeValue P Q z = lehmann w ε z) :
    P * lehmannDen ε = lehmannNum w ε * Q := by
  have hD : (lehmannDen ε).degree = n := by
    rw [lehmannDen, degree_nodePoly, Finset.card_fin]
  have hN : (lehmannNum w ε).degree < n := by
    rw [← mem_degreeLT]
    refine Submodule.sum_mem _ fun k _ => ?_
    rw [← smul_eq_C_mul]
    refine Submodule.smul_mem _ _ (mem_degreeLT.2 ?_)
    have hc : (Finset.univ.erase k).card < n :=
      lt_of_lt_of_eq (Finset.card_erase_lt_of_mem (Finset.mem_univ k)) (Finset.card_fin n)
    rw [degree_nodePoly]
    exact_mod_cast hc
  refine pade_unique hP hN hQ hD.le s hs hQs ?_ fun z hz =>
    (h z hz).trans (lehmann_eq_padeValue w ε (hε z hz))
  intro z hz
  rw [lehmannDen, eval_nodePoly]
  exact Finset.prod_ne_zero_iff.2 fun k _ => sub_ne_zero.2 (hε z hz k)
```

Now one of the two fractions is the Green's function itself. Each term of $N$ has degree at most $n-1$, so $\deg N<n$, and $\deg D=n$. At the sampling points $D(z)\neq0$, because none of them is an energy. The uniqueness theorem then gives $PD=NQ$.

The steps `hD` and `hN` establish the degrees; `hN` uses the fact that polynomials of degree below $n$ form a linear space, so that their sum stays in it.

## Energies as zeros of the denominator

```lean
/-- If a Padé approximant with `deg P < n` and `deg Q ≤ n` matches an `n`-term Lehmann sum with
distinct energies at `2n` distinct points, none of them an energy or a zero of `Q`, then `Q`
vanishes at every energy of nonzero weight. -/
theorem pade_finds_energies {n : ℕ} (w : Fin n → ℂ) (ε : Fin n → ℝ) {P Q : ℂ[X]}
    (hP : P.degree < n) (hQ : Q.degree ≤ n) (s : Finset ℂ) (hs : s.card = 2 * n)
    (hε : ∀ z ∈ s, ∀ k, z ≠ (ε k : ℂ)) (hQs : ∀ z ∈ s, Q.eval z ≠ 0)
    (h : ∀ z ∈ s, padeValue P Q z = lehmann w ε z)
    (hinj : Function.Injective ε) (k : Fin n) (hw : w k ≠ 0) :
    Q.eval (ε k : ℂ) = 0 := by
  have hx := congrArg (eval (ε k : ℂ)) (pade_cross_lehmann w ε hP hQ s hs hε hQs h)
  have hD : (lehmannDen ε).eval (ε k : ℂ) = 0 := by
    rw [lehmannDen, eval_nodePoly]
    exact Finset.prod_eq_zero (Finset.mem_univ k) (sub_self _)
  -- only the k-th term of the numerator survives at the k-th energy
  have hN : (lehmannNum w ε).eval (ε k : ℂ) ≠ 0 := by
    rw [lehmannNum, Polynomial.eval_finsetSum, Finset.sum_eq_single k]
    · rw [eval_mul, eval_C, eval_nodePoly]
      refine mul_ne_zero hw (Finset.prod_ne_zero_iff.2 fun j hj => sub_ne_zero.2 fun e => ?_)
      exact Finset.ne_of_mem_erase hj (hinj (Complex.ofReal_injective e)).symm
    · intro j _ hj
      rw [eval_mul, eval_nodePoly, Finset.prod_eq_zero
        (Finset.mem_erase.2 ⟨hj.symm, Finset.mem_univ k⟩) (sub_self _), mul_zero]
    · intro hk
      exact absurd (Finset.mem_univ k) hk
  rw [eval_mul, eval_mul, hD, mul_zero] at hx
  exact (mul_eq_zero.1 hx.symm).resolve_left hN
```

`Function.Injective ε` says that the energies are distinct. Put $z=\varepsilon_k$ in $PD=NQ$. The left side vanishes because $D(\varepsilon_k)=0$. In $N(\varepsilon_k)$ every term but the $k$-th contains the factor $\varepsilon_k-\varepsilon_k$, so
$$N(\varepsilon_k)=w_k\prod_{j\neq k}(\varepsilon_k-\varepsilon_j)\neq0,$$
and therefore $Q(\varepsilon_k)=0$. The steps `hD` and `hN` are these two evaluations. If some weights vanish, the denominator may have further zeros; these are cancelled by zeros of $P$ and add no poles.

## From Matsubara data to the complex plane

```lean
/-- A Padé approximant with `deg P < n` and `deg Q ≤ n` that matches an `n`-term Lehmann sum at the
first `2n` Matsubara points for `β > 0`, where `Q` is nonzero, equals it at every `z` that is
neither an energy nor a zero of `Q`. -/
theorem pade_from_matsubara {n : ℕ} (w : Fin n → ℂ) (ε : Fin n → ℝ) {P Q : ℂ[X]}
    (hP : P.degree < n) (hQ : Q.degree ≤ n) {β : ℝ} (hβ : 0 < β)
    (hQm : ∀ m < 2 * n, Q.eval (matsubara β m) ≠ 0)
    (h : ∀ m < 2 * n, padeValue P Q (matsubara β m) = lehmann w ε (matsubara β m))
    {z : ℂ} (hz : ∀ k, z ≠ (ε k : ℂ)) (hQz : Q.eval z ≠ 0) :
    padeValue P Q z = lehmann w ε z := by
  have hinj : Function.Injective (matsubara β) := by
    intro a b hab
    have h' : (2 * (a : ℝ) + 1) * Real.pi / β = (2 * (b : ℝ) + 1) * Real.pi / β :=
      congrArg Complex.im hab
    rw [div_left_inj' hβ.ne'] at h'
    have h2 := mul_right_cancel₀ Real.pi_ne_zero h'
    have h3 : (a : ℝ) = b := by linarith
    exact_mod_cast h3
  -- Matsubara points lie off the real axis
  have hoff : ∀ m k, matsubara β m ≠ (ε k : ℂ) := by
    intro m k e
    have h0 : (2 * (m : ℝ) + 1) * Real.pi / β = 0 := congrArg Complex.im e
    have hpos : 0 < (2 * (m : ℝ) + 1) * Real.pi / β := by positivity
    exact hpos.ne' h0
  have hx : P * lehmannDen ε = lehmannNum w ε * Q := by
    refine pade_cross_lehmann w ε hP hQ ((Finset.range (2 * n)).image (matsubara β)) ?_ ?_ ?_ ?_
    · rw [Finset.card_image_of_injective _ hinj, Finset.card_range]
    all_goals
      intro y hy
      obtain ⟨m, hm, rfl⟩ := Finset.mem_image.1 hy
    · exact hoff m
    · exact hQm m (Finset.mem_range.1 hm)
    · exact h m (Finset.mem_range.1 hm)
  rw [lehmann_eq_padeValue w ε hz]
  refine padeValue_eq_of_cross hx hQz ?_
  rw [lehmannDen, eval_nodePoly]
  exact Finset.prod_ne_zero_iff.2 fun k _ => sub_ne_zero.2 (hz k)

end

end PadeContinuation
```

The data are the values at $m=0,\dots,2n-1$, all on the positive imaginary axis. Equal Matsubara points have equal imaginary parts, which forces equal $m$; this is `hinj`. Their imaginary parts are positive, so none is a real energy; this is `hoff`. The set of these points thus has $2n$ elements and meets the conditions for $PD=NQ$, which is `hx`. For $z$ with $D(z)\neq0$ and $Q(z)\neq0$, division gives
$$\frac{P(z)}{Q(z)}=\frac{N(z)}{D(z)}=G(z).$$

With $z=\omega+i\eta$, for real frequency $\omega$ and $\eta>0$, this bears on the continuation of Green's functions to real frequencies in electronic-structure calculations, for a Green's function with at most $n$ poles. The theorem assumes that the computed data are the exact values of such a finite sum; noisy data or data from a continuous spectrum do not in general meet this condition.

```lean
#print axioms PadeContinuation.pade_unique
#print axioms PadeContinuation.pade_not_unique
#print axioms PadeContinuation.pade_finds_energies
#print axioms PadeContinuation.pade_from_matsubara
```

```
'PadeContinuation.pade_unique' depends on axioms: [propext, Classical.choice, Quot.sound]
'PadeContinuation.pade_not_unique' depends on axioms: [propext, Classical.choice, Quot.sound]
'PadeContinuation.pade_finds_energies' depends on axioms: [propext, Classical.choice, Quot.sound]
'PadeContinuation.pade_from_matsubara' depends on axioms: [propext, Classical.choice, Quot.sound]
```
